# A neutral stack of charged sheets within one period $L$: the periodic energy per area is the isolated one minus $p^2/(2L)$, with $p$ the dipole per area and $\varepsilon_0=1$

I have a polar slab with vacuum above and below it, but my simulation cell repeats along the normal, so the slab interacts with its own images. I describe the slab by point charges. Averaged over the plane, they form a stack of uniformly charged sheets with charges per area $\sigma_i$ at heights $z_i$. I have seen it claimed that, for a neutral stack, the periodic energy differs from the isolated one only by $-p^2/(2L)$, where $p=\sum_i\sigma_i z_i$ and $L$ is the period. Is this exact at finite $L$, and under what condition on the heights? I would like to see a full derivation and a proof checked by machine.

## Exact when all sheets fit within one period

Yes, it is exact if no two sheets are further apart than $L$. With $\varepsilon_0=1$, an isolated unit sheet has potential $-|z|/2$. For the periodic problem take

$$g(z)=\frac{z^2}{2L}-\frac{|z|}{2}+\frac{L}{12}.$$

Its slope is $z/L-\tfrac12$ above the sheet and $z/L+\tfrac12$ below. The jump of $-1$ is the unit sheet, and the curvature $1/L$ is a uniform neutralising background.

The end values agree, $g(0)=g(L)=L/12$, and the mean is zero:

$$\int_0^L g\,dz=\frac{L^2}{6}-\frac{L^2}{4}+\frac{L^2}{12}=0.$$

The periodic kernel folds $z$ into $[0,L)$ and then applies $g$. For $-L\le z<0$ this gives

$$g(z+L)=\frac{z^2}{2L}+z+\frac L2-\frac{z+L}{2}+\frac{L}{12}=\frac{z^2}{2L}+\frac z2+\frac L{12}=g(z),$$

so the formula for $g$ holds whenever $|z|\le L$.

Let $Q=\sum_j\sigma_j$ and $M=\sum_j\sigma_jz_j^2$. At a height $x$ with $|x-z_j|\le L$ for every $j$, expanding $(x-z_j)^2$ in the potential gives

$$\phi_{\rm per}(x)=\phi_{\rm iso}(x)+\Big(\frac{x^2}{2L}+\frac L{12}\Big)Q-\frac{x}{L}\,p+\frac{M}{2L}.$$

The energy per area is $E=\tfrac12\sum_i\sigma_i\phi(z_i)$. No two sheets are further apart than $L$, so the formula applies at every $z_i$ and gives

$$E_{\rm per}=E_{\rm iso}+\frac{QM-p^2}{2L}+\frac{LQ^2}{24}.$$

Neutrality, $Q=0$, leaves $E_{\rm per}=E_{\rm iso}-p^2/(2L)$. The two energies therefore agree exactly when $p=0$.

For plates $-s$ at $0$ and $s$ at $d$, with $0\le d\le L$, we have $p=sd$ and $E_{\rm iso}=s^2d/2$. Hence $E_{\rm per}=\tfrac{s^2d}{2}(1-d/L)$. This vanishes at $d=L$, where each plate lies on an image of the other.

## Sheets, kernels and neutrality in Lean

The sheets are labelled by a finite type `ι`, and `σ` and `z` give their charges and heights. `energy K σ z` is the energy per area for a kernel `K`, either `periodicKernel L` or `isolatedKernel`. Folding is done by `Int.fract`, the fractional part.

In `energy_dipole_correction`, `hcell` says that all mutual distances are at most $L$, and `hneutral` says that the total charge is zero. The heights themselves may lie anywhere.

The periodic kernel is defined by its formula, not derived from a lattice sum. Charge variation within the planes is absent from the model.

```lean
import Mathlib

open Finset

namespace SheetDipoleCorrection

noncomputable section

/-- The closed formula `z²/(2L) - |z|/2 + L/12` for the kernel of a charged sheet, for `L ≠ 0`. -/
def cellKernel (L z : ℝ) : ℝ := z ^ 2 / (2 * L) - |z| / 2 + L / 12

/-- The periodic sheet kernel, for `L > 0`: the height is folded into `[0, L)` and the
closed formula is applied there. -/
def periodicKernel (L z : ℝ) : ℝ := cellKernel L (L * Int.fract (z / L))

/-- The kernel `-|z|/2` of a single isolated sheet. -/
def isolatedKernel (z : ℝ) : ℝ := -|z| / 2

variable {ι : Type*} [Fintype ι]

/-- The total charge per area of the sheets. -/
def totalCharge (σ : ι → ℝ) : ℝ := ∑ i, σ i

/-- The dipole moment per area along the normal. -/
def dipole (σ z : ι → ℝ) : ℝ := ∑ i, σ i * z i

/-- The second moment of the charge along the normal. -/
def secondMoment (σ z : ι → ℝ) : ℝ := ∑ i, σ i * z i ^ 2

/-- The potential at height `x` of sheets with charges `σ` at heights `z`, for the kernel `K`. -/
def potential (K : ℝ → ℝ) (σ z : ι → ℝ) (x : ℝ) : ℝ := ∑ j, σ j * K (x - z j)

/-- The electrostatic energy per area: half the sum of each charge times the potential
at its sheet. -/
def energy (K : ℝ → ℝ) (σ z : ι → ℝ) : ℝ := 1 / 2 * ∑ i, σ i * potential K σ z (z i)

/-- For `L > 0` the periodic kernel repeats after a height `L`. -/
theorem periodicKernel_add_period {L : ℝ} (hL : 0 < L) (z : ℝ) :
    periodicKernel L (z + L) = periodicKernel L z := by
  unfold periodicKernel
  rw [add_div, div_self hL.ne', Int.fract_add_one]

/-- For `L > 0` and heights with `|z| ≤ L`, the periodic kernel is given by the closed formula. -/
theorem periodicKernel_eq_cellKernel {L z : ℝ} (hL : 0 < L) (hz : |z| ≤ L) :
    periodicKernel L z = cellKernel L z := by
  have hLL : L * L⁻¹ = 1 := mul_inv_cancel₀ hL.ne'
  obtain ⟨h1, h2⟩ := abs_le.mp hz
  rcases lt_or_ge z 0 with hneg | hpos
  · -- below the sheet, folding shifts the height up by one period
    have ha : -1 ≤ z / L := by
      rw [le_div_iff₀ hL]
      linarith
    have hb : z / L < 0 := div_neg_of_neg_of_pos hneg hL
    have hf : Int.fract (z / L) = z / L + 1 :=
      Int.fract_eq_iff.mpr ⟨by linarith, by linarith, ⟨-1, by push_cast; ring⟩⟩
    have he : L * (z / L + 1) = z + L := by linear_combination z * hLL
    have hs : 0 ≤ z + L := by linarith
    unfold periodicKernel
    rw [hf, he]
    unfold cellKernel
    rw [abs_of_neg hneg, abs_of_nonneg hs]
    linear_combination (z + L / 2) * hLL
  · rcases lt_or_eq_of_le h2 with hlt | heq
    · have hb : z / L < 1 := by
        rw [div_lt_iff₀ hL]
        linarith
      have hf : Int.fract (z / L) = z / L :=
        Int.fract_eq_self.mpr ⟨div_nonneg hpos hL.le, hb⟩
      have he : L * (z / L) = z := by linear_combination z * hLL
      unfold periodicKernel
      rw [hf, he]
    · -- at the cell boundary the values at `0` and `L` agree
      unfold periodicKernel
      rw [heq, div_self hL.ne', Int.fract_one, mul_zero]
      unfold cellKernel
      rw [abs_zero, abs_of_pos hL]
      linear_combination (-(L / 2)) * hLL

/-- For `L > 0` the periodic kernel has zero integral over one cell. -/
theorem integral_periodicKernel {L : ℝ} (hL : 0 < L) :
    ∫ z in (0 : ℝ)..L, periodicKernel L z = 0 := by
  have hLL : L * L⁻¹ = 1 := mul_inv_cancel₀ hL.ne'
  have hcongr : ∫ z in (0 : ℝ)..L, periodicKernel L z
      = ∫ z in (0 : ℝ)..L, (z ^ 2 / (2 * L) - z / 2 + L / 12) := by
    apply intervalIntegral.integral_congr
    intro z hz
    rw [Set.uIcc_of_le hL.le] at hz
    have habs : |z| = z := abs_of_nonneg hz.1
    have h := periodicKernel_eq_cellKernel hL (habs.le.trans hz.2)
    unfold cellKernel at h
    rw [habs] at h
    exact h
  -- an explicit antiderivative
  have hderiv : ∀ z ∈ Set.uIcc 0 L,
      HasDerivAt (fun y : ℝ => y ^ 3 / (6 * L) - y ^ 2 / 4 + L / 12 * y)
        (z ^ 2 / (2 * L) - z / 2 + L / 12) z := by
    intro z _
    have h3 : HasDerivAt (fun y : ℝ => y ^ 3) (3 * z ^ 2) z := by
      simpa using hasDerivAt_pow 3 z
    have h2 : HasDerivAt (fun y : ℝ => y ^ 2) (2 * z) z := by
      simpa using hasDerivAt_pow 2 z
    exact (((h3.div_const (6 * L)).fun_sub (h2.div_const 4)).fun_add
      ((hasDerivAt_id' z).const_mul (L / 12))).congr_deriv (by ring)
  rw [hcongr, intervalIntegral.integral_eq_sub_of_hasDerivAt hderiv
    (Continuous.intervalIntegrable (by fun_prop) _ _)]
  linear_combination (L ^ 2 / 6) * hLL

/-- The closed formula has slope `z/L - 1/2` above the sheet and `z/L + 1/2` below it. -/
theorem cellKernel_slope (L z : ℝ) :
    (0 < z → HasDerivAt (cellKernel L) (z / L - 1 / 2) z) ∧
    (z < 0 → HasDerivAt (cellKernel L) (z / L + 1 / 2) z) := by
  have h2 : HasDerivAt (fun y : ℝ => y ^ 2) (2 * z) z := by
    simpa using hasDerivAt_pow 2 z
  constructor
  · intro hz
    exact (((h2.div_const (2 * L)).fun_sub
      ((hasDerivAt_abs_pos hz).div_const 2)).add_const (L / 12)).congr_deriv (by ring)
  · intro hz
    exact (((h2.div_const (2 * L)).fun_sub
      ((hasDerivAt_abs_neg hz).div_const 2)).add_const (L / 12)).congr_deriv (by ring)

/-- At a height within one period `L > 0` of every sheet, the periodic potential is the isolated
one plus a quadratic polynomial fixed by the total charge, dipole and second moment. -/
theorem potential_periodic {L : ℝ} (hL : 0 < L) (σ z : ι → ℝ) (x : ℝ)
    (hx : ∀ j, |x - z j| ≤ L) :
    potential (periodicKernel L) σ z x = potential isolatedKernel σ z x
      + (x ^ 2 / (2 * L) + L / 12) * totalCharge σ - x / L * dipole σ z
      + 1 / (2 * L) * secondMoment σ z := by
  unfold potential totalCharge dipole secondMoment
  rw [mul_sum, mul_sum, mul_sum, ← sum_add_distrib, ← sum_sub_distrib, ← sum_add_distrib]
  refine sum_congr rfl fun j _ => ?_
  rw [periodicKernel_eq_cellKernel hL (hx j)]
  unfold cellKernel isolatedKernel
  ring

/-- Periodic and isolated energies of sheets of any total charge whose mutual distances
are at most the period `L > 0`. -/
theorem energy_periodic_charged {L : ℝ} (hL : 0 < L) (σ z : ι → ℝ)
    (hcell : ∀ i j, |z i - z j| ≤ L) :
    energy (periodicKernel L) σ z = energy isolatedKernel σ z
      + (totalCharge σ * secondMoment σ z - dipole σ z ^ 2) / (2 * L)
      + L * totalCharge σ ^ 2 / 24 := by
  have hsum : ∑ i, σ i * potential (periodicKernel L) σ z (z i)
      = ∑ i, σ i * potential isolatedKernel σ z (z i)
        + totalCharge σ / (2 * L) * secondMoment σ z - dipole σ z / L * dipole σ z
        + (L / 12 * totalCharge σ + 1 / (2 * L) * secondMoment σ z) * totalCharge σ := by
    -- weight the potential by the charges and collect the moments
    have hterm : ∀ i, σ i * potential (periodicKernel L) σ z (z i)
        = σ i * potential isolatedKernel σ z (z i)
          + totalCharge σ / (2 * L) * (σ i * z i ^ 2) - dipole σ z / L * (σ i * z i)
          + (L / 12 * totalCharge σ + 1 / (2 * L) * secondMoment σ z) * σ i := by
      intro i
      rw [potential_periodic hL σ z (z i) (hcell i)]
      ring
    rw [sum_congr rfl fun i _ => hterm i, sum_add_distrib, sum_sub_distrib, sum_add_distrib,
      ← mul_sum, ← mul_sum, ← mul_sum]
    rfl
  unfold energy
  rw [hsum]
  ring

/-- Dipole correction: for neutral sheets whose mutual distances are at most the period `L > 0`,
the periodic energy is the isolated energy minus `p²/(2L)`, with `p` the dipole. -/
theorem energy_dipole_correction {L : ℝ} (hL : 0 < L) (σ z : ι → ℝ)
    (hcell : ∀ i j, |z i - z j| ≤ L) (hneutral : totalCharge σ = 0) :
    energy (periodicKernel L) σ z
      = energy isolatedKernel σ z - dipole σ z ^ 2 / (2 * L) := by
  rw [energy_periodic_charged hL σ z hcell, hneutral]
  ring

/-- For neutral sheets whose mutual distances are at most the period `L > 0`, the periodic and
isolated energies agree exactly when the dipole vanishes. -/
theorem energy_eq_iff_dipole_zero {L : ℝ} (hL : 0 < L) (σ z : ι → ℝ)
    (hcell : ∀ i j, |z i - z j| ≤ L) (hneutral : totalCharge σ = 0) :
    energy (periodicKernel L) σ z = energy isolatedKernel σ z ↔ dipole σ z = 0 := by
  rw [energy_dipole_correction hL σ z hcell hneutral]
  constructor
  · intro h
    have h0 : dipole σ z ^ 2 / (2 * L) = 0 := by linarith
    have h1 := (div_eq_zero_iff.mp h0).resolve_right (mul_pos two_pos hL).ne'
    exact (pow_eq_zero_iff two_ne_zero).mp h1
  · intro h
    rw [h]
    ring

/-- Two plates with charges `-s` and `s` at distance `d`, where `0 ≤ d ≤ L` and `L > 0`, have
periodic energy `s²d/2 · (1 - d/L)`. -/
theorem capacitor_energy {L d : ℝ} (hL : 0 < L) (hd : 0 ≤ d) (hdL : d ≤ L) (s : ℝ) :
    energy (periodicKernel L) ![-s, s] ![0, d] = s ^ 2 * d / 2 * (1 - d / L) := by
  have hcell : ∀ i j : Fin 2, |(![0, d] : Fin 2 → ℝ) i - (![0, d] : Fin 2 → ℝ) j| ≤ L := by
    intro i j
    fin_cases i <;> fin_cases j <;> simp [abs_of_nonneg hd, hL.le, hdL]
  have hneutral : totalCharge ![-s, s] = 0 := by
    simp [totalCharge, Fin.sum_univ_two]
  rw [energy_dipole_correction hL _ _ hcell hneutral]
  simp only [energy, potential, isolatedKernel, dipole, Fin.sum_univ_two,
    Matrix.cons_val_zero, Matrix.cons_val_one, sub_self, zero_sub, sub_zero,
    abs_zero, abs_neg, abs_of_nonneg hd]
  ring

end

end SheetDipoleCorrection
```

```lean
#print axioms SheetDipoleCorrection.cellKernel_slope
#print axioms SheetDipoleCorrection.energy_dipole_correction
#print axioms SheetDipoleCorrection.energy_eq_iff_dipole_zero
#print axioms SheetDipoleCorrection.capacitor_energy
```

```
'SheetDipoleCorrection.cellKernel_slope' depends on axioms: [propext, Classical.choice, Quot.sound]
'SheetDipoleCorrection.energy_dipole_correction' depends on axioms: [propext, Classical.choice, Quot.sound]
'SheetDipoleCorrection.energy_eq_iff_dipole_zero' depends on axioms: [propext, Classical.choice, Quot.sound]
'SheetDipoleCorrection.capacitor_energy' depends on axioms: [propext, Classical.choice, Quot.sound]
```

## From the folded kernel to the energy

`periodicKernel_eq_cellKernel` treats three cases: negative heights, which fold up by $L$; heights in $[0,L)$, which stay put; and $z=L$, which uses $g(0)=g(L)$. `integral_periodicKernel` then evaluates the antiderivative $z^3/(6L)-z^2/4+Lz/12$ at the ends of the cell.

`potential_periodic` compares the sums sheet by sheet, and `ring` expands the square. In `energy_periodic_charged`, `hterm` weights this potential by $\sigma_i$, and summation collects $Q$, $p$ and $M$. Setting $Q=0$ gives the dipole correction. `energy_eq_iff_dipole_zero` uses that $p^2/(2L)=0$ forces $p=0$, and `capacitor_energy` checks the distances and inserts the two plates.

## The correction in a slab calculation

In slab Ewald simulations with conducting ("tin-foil") boundary conditions, one adds the missing term back. For a neutral cell of volume $V$ with total normal dipole $P$, it is $+P^2/(2\varepsilon_0V)$, or $+2\pi P^2/V$ in Gaussian units. The sheet model accounts for this plane-averaged part only. The dipole must be computed from heights that keep the slab in one piece: wrapping a charge across the cell boundary changes $p$ but not the periodic energy.
